# The linearised Debye-Hückel cloud around a spherical ion carries exactly the opposite charge

For an ion of radius a > 0 and charge q, with inverse screening length κ > 0, the potential

φ(r) = q exp(-κ(r-a)) / ((1+κa) r)

satisfies

-a² φ'(a) = q
∫ₐ^∞ 4πr² ρ(r) dr = -q, with ρ = -κ²φ/(4π)
φ(a) - q/a = -qκ/(1+κa).

It is also the only spherically symmetric potential on r ≥ a that obeys Gauss's law with this cloud density, has enclosed charge q at the surface and vanishes at infinity.

Units are Gaussian with relative permittivity 1. The constant κ summarises the concentrations, charges and temperature of the mobile ions; the density ρ comes from linearising their Boltzmann factors about a neutral bulk.

## Reference values for a Poisson-Boltzmann solver

For a single spherical ion in the linearised model, a solver can be compared with these values for surface flux, cloud charge and potential shift. In the exact solution on the unbounded region r ≥ a, the charge enclosed within a radius R ≥ a is

Q(R) = q (1+κR) exp(-κ(R-a)) / (1+κa),

so the cloud beyond R carries the charge -Q(R). On a grid that stops at R, the enclosed charge depends on the outer boundary condition, and it agrees with this value, apart from discretisation error, when that condition is taken from the exact solution. Setting φ'(R) = 0 instead makes the enclosed charge at R zero.

## From Gauss's law to the screened potential

Write E(r) = exp(-κ(r-a)) and C = q/(1+κa), so φ = CE/r. Differentiation gives

φ' = -C(1+κr)E/r².

The enclosed charge is therefore Q = -r²φ' = C(1+κr)E, and Q(a) = q. Differentiating again,

Q' = C(κ - κ(1+κr))E = -κ²CrE = 4πr²ρ.

Since Q → 0 at infinity, the cloud charge is 0 - Q(a) = -q. The surface shift is

q/((1+κa)a) - q/a = -qκ/(1+κa).

For uniqueness, take any solution φ, Q and set u = rφ. Then u' = φ - Q/r, and

u'' = -Q/r² - Q'/r + Q/r² = κ²u.

For σ = ±κ, the derivative of (u' + σu)exp(-σr) is (u'' - σ²u)exp(-σr) = 0. Call the constants A for σ = κ and B for σ = -κ. Solving each relation for u' + σu, subtracting the results and multiplying by exp(-κr) gives

A = 2κrφ exp(-κr) + B exp(-2κr).

The right side tends to 0, so A = 0. Hence u' = -κu, u(r) = u(a)E(r) and Q = (1+κr)u. The surface condition gives u(a) = q/(1+κa), which fixes both functions.

## The Lean file

```lean
import Mathlib

open MeasureTheory Set Filter Topology

namespace DebyeHueckelIon

noncomputable section

/-- The Debye-Hückel potential outside an ion of radius `a` and charge `q`. -/
def potential (κ a q r : ℝ) : ℝ :=
  q * Real.exp (-κ * (r - a)) / ((1 + κ * a) * r)

/-- The charge of the ion and its cloud inside radius `r`, in closed form. -/
def enclosedCharge (κ a q r : ℝ) : ℝ :=
  q / (1 + κ * a) * ((1 + κ * r) * Real.exp (-κ * (r - a)))

/-- The linearised charge density of the ionic cloud in the potential `φ`. -/
def cloudDensity (κ : ℝ) (φ : ℝ → ℝ) (r : ℝ) : ℝ :=
  -κ ^ 2 * φ r / (4 * Real.pi)

/-- The screening problem outside the ion: potential `φ` and enclosed charge `Q` obey
Gauss's law with the linearised cloud, `Q` starts at `q`, and `φ` vanishes at infinity. -/
structure IsScreenedIon (κ a q : ℝ) (φ Q : ℝ → ℝ) : Prop where
  gauss : ∀ r, a ≤ r → HasDerivWithinAt φ (-Q r / r ^ 2) (Ici a) r
  charge : ∀ r, a ≤ r →
    HasDerivWithinAt Q (4 * Real.pi * r ^ 2 * cloudDensity κ φ r) (Ici a) r
  surface : Q a = q
  decay : Tendsto φ atTop (𝓝 0)

/-- A screened exponential decays faster than any power of the distance grows. -/
theorem tendsto_pow_mul_screening {κ : ℝ} (hκ : 0 < κ) (n : ℕ) :
    Tendsto (fun r : ℝ => r ^ n * Real.exp (-κ * r)) atTop (𝓝 0) := by
  have hx : Tendsto (fun r : ℝ => κ * r) atTop atTop := tendsto_id.const_mul_atTop hκ
  have h := ((Real.tendsto_pow_mul_exp_neg_atTop_nhds_zero n).comp hx).const_mul (κ ^ n)⁻¹
  rw [mul_zero] at h
  refine h.congr (fun r => ?_)
  have hn : κ ^ n ≠ 0 := pow_ne_zero n hκ.ne'
  simp only [Function.comp_apply]
  rw [mul_pow, neg_mul, mul_assoc, inv_mul_cancel_left₀ hn]

lemma exp_split (κ a r : ℝ) :
    Real.exp (-κ * (r - a)) = Real.exp (κ * a) * Real.exp (-κ * r) := by
  rw [← Real.exp_add]
  congr 1
  ring

lemma hasDerivAt_screening (κ a r : ℝ) :
    HasDerivAt (fun x => Real.exp (-κ * (x - a))) (Real.exp (-κ * (r - a)) * (-κ)) r := by
  have h := (((hasDerivAt_id' r).sub_const a).const_mul (-κ)).exp
  exact h.congr_deriv (by simp)

lemma hasDerivAt_profile (κ a r : ℝ) :
    HasDerivAt (fun x => (1 + κ * x) * Real.exp (-κ * (x - a)))
      (-κ ^ 2 * (r * Real.exp (-κ * (r - a)))) r := by
  have h := (((hasDerivAt_id' r).const_mul κ).const_add 1).mul (hasDerivAt_screening κ a r)
  exact h.congr_deriv (by ring)

lemma shell_charge {κ a r : ℝ} (q : ℝ) (h : 1 + κ * a ≠ 0) (hr : r ≠ 0) :
    4 * Real.pi * r ^ 2 * cloudDensity κ (potential κ a q) r
      = q / (1 + κ * a) * (-κ ^ 2 * (r * Real.exp (-κ * (r - a)))) := by
  have hpi := Real.pi_ne_zero
  unfold cloudDensity potential
  generalize Real.exp (-κ * (r - a)) = e
  field_simp

/-- The slope of the Debye-Hückel potential is minus the enclosed charge over `r ^ 2`. -/
theorem hasDerivAt_potential {κ a r : ℝ} (q : ℝ) (h : 1 + κ * a ≠ 0) (hr : r ≠ 0) :
    HasDerivAt (potential κ a q) (-enclosedCharge κ a q r / r ^ 2) r := by
  have hd := ((hasDerivAt_screening κ a r).const_mul q).div
    ((hasDerivAt_id' r).const_mul (1 + κ * a)) (mul_ne_zero h hr)
  refine hd.congr_deriv ?_
  unfold enclosedCharge
  generalize Real.exp (-κ * (r - a)) = e
  field_simp
  ring

/-- The Debye-Hückel potential and its enclosed charge solve the screening problem. -/
theorem potential_isScreenedIon {κ a : ℝ} (q : ℝ) (hκ : 0 < κ) (ha : 0 < a) :
    IsScreenedIon κ a q (potential κ a q) (enclosedCharge κ a q) := by
  have h : 1 + κ * a ≠ 0 := by positivity
  refine ⟨fun r hr => ?_, fun r hr => ?_, ?_, ?_⟩
  · exact (hasDerivAt_potential q h (ha.trans_le hr).ne').hasDerivWithinAt
  · rw [shell_charge q h (ha.trans_le hr).ne']
    exact ((hasDerivAt_profile κ a r).const_mul (q / (1 + κ * a))).hasDerivWithinAt
  · simp only [enclosedCharge, sub_self, mul_zero, Real.exp_zero, mul_one]
    exact div_mul_cancel₀ q h
  · have hl := ((tendsto_pow_mul_screening hκ 0).mul tendsto_inv_atTop_zero).const_mul
      (q / (1 + κ * a) * Real.exp (κ * a))
    rw [mul_zero, mul_zero] at hl
    refine hl.congr (fun r => ?_)
    rw [potential, exp_split, ← div_div]
    ring

/-- For `σ = ±κ` and `u = r φ`, the combination `(u' + σ u) exp (-σ r)` is the same
at every radius outside the ion. -/
theorem conserved {κ a q σ : ℝ} {φ Q : ℝ → ℝ} (ha : 0 < a) (hσ : σ ^ 2 = κ ^ 2)
    (H : IsScreenedIon κ a q φ Q) (r : ℝ) (hr : a ≤ r) :
    (φ r - Q r / r + σ * (r * φ r)) * Real.exp (-σ * r)
      = (φ a - Q a / a + σ * (a * φ a)) * Real.exp (-σ * a) := by
  have hd : ∀ x, a ≤ x → HasDerivWithinAt
      (fun y => (φ y - Q y / y + σ * (y * φ y)) * Real.exp (-σ * y)) 0 (Ici a) x := by
    intro x hx
    have hx0 : x ≠ 0 := (ha.trans_le hx).ne'
    have hpi := Real.pi_ne_zero
    have hid := (hasDerivAt_id' x).hasDerivWithinAt (s := Ici a)
    have h1 : HasDerivWithinAt (fun y => φ y - Q y / y + σ * (y * φ y))
        (σ ^ 2 * (x * φ x) + σ * (φ x - Q x / x)) (Ici a) x := by
      refine (((H.gauss x hx).sub ((H.charge x hx).div hid hx0)).add
        ((hid.mul (H.gauss x hx)).const_mul σ)).congr_deriv ?_
      rw [hσ]
      simp only [cloudDensity]
      field_simp
      ring
    have h2 : HasDerivWithinAt (fun y => Real.exp (-σ * y))
        (Real.exp (-σ * x) * (-σ)) (Ici a) x :=
      (((hasDerivAt_id' x).const_mul (-σ)).exp.congr_deriv (by simp)).hasDerivWithinAt
    exact (h1.mul h2).congr_deriv (by ring)
  exact constant_of_has_deriv_right_zero
    (fun x hx => (hd x hx.1).continuousWithinAt.mono Icc_subset_Ici_self)
    (fun x hx => (hd x hx.1).mono (Ici_subset_Ici.2 hx.1)) r ⟨hr, le_rfl⟩

/-- Every solution of the screening problem coincides, outside the ion, with the
Debye-Hückel potential and its enclosed charge. -/
theorem screenedIon_unique {κ a q : ℝ} {φ Q : ℝ → ℝ} (hκ : 0 < κ) (ha : 0 < a)
    (H : IsScreenedIon κ a q φ Q) (r : ℝ) (hr : a ≤ r) :
    φ r = potential κ a q r ∧ Q r = enclosedCharge κ a q r := by
  have h : 1 + κ * a ≠ 0 := by positivity
  obtain ⟨A, hA⟩ : ∃ A, ∀ x, a ≤ x →
      (φ x - Q x / x + κ * (x * φ x)) * Real.exp (-κ * x) = A :=
    ⟨_, conserved ha rfl H⟩
  obtain ⟨B, hB⟩ : ∃ B, ∀ x, a ≤ x →
      (φ x - Q x / x + -κ * (x * φ x)) * Real.exp (-(-κ) * x) = B :=
    ⟨_, conserved ha (neg_sq κ) H⟩
  -- decay at infinity removes the growing exponential
  have hl := ((H.decay.mul (tendsto_pow_mul_screening hκ 1)).const_mul (2 * κ)).add
    (((tendsto_pow_mul_screening hκ 0).const_mul B).mul (tendsto_pow_mul_screening hκ 0))
  simp only [mul_zero, add_zero] at hl
  have hA0 : A = 0 := by
    refine tendsto_nhds_unique (tendsto_const_nhds.congr' ?_) hl
    filter_upwards [eventually_ge_atTop a] with x hx
    have hf : Real.exp (-κ * x) * Real.exp (-(-κ) * x) = 1 := by
      rw [← Real.exp_add, ← Real.exp_zero]
      congr 1
      ring
    linear_combination -hA x hx + Real.exp (-κ * x) ^ 2 * hB x hx
      - (φ x - Q x / x + -κ * (x * φ x)) * Real.exp (-κ * x) * hf
  have hz : ∀ x, a ≤ x → φ x - Q x / x + κ * (x * φ x) = 0 := fun x hx =>
    (mul_eq_zero.1 ((hA x hx).trans hA0)).resolve_right (Real.exp_ne_zero _)
  have hQ : ∀ x, a ≤ x → Q x = x * φ x * (1 + κ * x) := by
    intro x hx
    have hc : Q x / x * x = Q x := div_mul_cancel₀ _ (ha.trans_le hx).ne'
    linear_combination -x * hz x hx - hc
  -- the decaying exponential carries the surface value outwards
  have hu : r * φ r = a * φ a * Real.exp (-κ * (r - a)) := by
    have hf : Real.exp (-(-κ) * a)
        = Real.exp (-κ * (r - a)) * Real.exp (-(-κ) * r) := by
      rw [← Real.exp_add]
      congr 1
      ring
    have hne : 2 * κ * Real.exp (-(-κ) * r) ≠ 0 := by positivity
    apply mul_left_cancel₀ hne
    linear_combination Real.exp (-(-κ) * r) * hz r hr
      - (hB r hr).trans (hB a le_rfl).symm
      - Real.exp (-(-κ) * a) * hz a le_rfl + 2 * κ * (a * φ a) * hf
  -- the surface charge fixes the amplitude
  have hq : a * φ a = q / (1 + κ * a) := by
    rw [eq_div_iff h, ← hQ a le_rfl, H.surface]
  constructor
  · rw [potential, ← div_div, eq_div_iff (ha.trans_le hr).ne', mul_comm, hu, hq]
    ring
  · rw [hQ r hr, hu, hq, enclosedCharge]
    ring

/-- The Debye-Hückel ion: the surface flux gives the charge `q`, the cloud has an
integrable density of total charge `-q`, and the surface potential differs from the
bare Coulomb value `q / a` by `-q κ / (1 + κ a)`. -/
theorem debye_hueckel_ion {κ a : ℝ} (q : ℝ) (hκ : 0 < κ) (ha : 0 < a) :
    -a ^ 2 * deriv (potential κ a q) a = q ∧
    IntegrableOn (fun r => 4 * Real.pi * r ^ 2 * cloudDensity κ (potential κ a q) r)
      (Ioi a) ∧
    ∫ r in Ioi a, 4 * Real.pi * r ^ 2 * cloudDensity κ (potential κ a q) r = -q ∧
    potential κ a q a - q / a = -q * κ / (1 + κ * a) := by
  have h : 1 + κ * a ≠ 0 := by positivity
  have ha0 : a ≠ 0 := ha.ne'
  have hl : Tendsto (fun r => (1 + κ * r) * Real.exp (-κ * (r - a))) atTop (𝓝 0) := by
    have h1 := ((tendsto_pow_mul_screening hκ 0).add
      ((tendsto_pow_mul_screening hκ 1).const_mul κ)).const_mul (Real.exp (κ * a))
    simp only [mul_zero, add_zero] at h1
    refine h1.congr (fun r => ?_)
    rw [exp_split]
    ring
  have hneg : ∀ r ∈ Ioi a, -κ ^ 2 * (r * Real.exp (-κ * (r - a))) ≤ 0 := by
    intro r hr
    have hr0 : 0 < r := ha.trans hr
    have hp : 0 ≤ κ ^ 2 * (r * Real.exp (-κ * (r - a))) := by positivity
    linarith
  have hshell : EqOn (fun r => q / (1 + κ * a) * (-κ ^ 2 * (r * Real.exp (-κ * (r - a)))))
      (fun r => 4 * Real.pi * r ^ 2 * cloudDensity κ (potential κ a q) r) (Ioi a) :=
    fun r hr => (shell_charge q h (ha.trans hr).ne').symm
  refine ⟨?_, ?_, ?_, ?_⟩
  · rw [(hasDerivAt_potential q h ha0).deriv, (potential_isScreenedIon q hκ ha).surface]
    field_simp
  · have hi := integrableOn_Ioi_deriv_of_nonpos'
      (fun r _ => hasDerivAt_profile κ a r) hneg hl
    have hc : IntegrableOn
        (fun r => q / (1 + κ * a) * (-κ ^ 2 * (r * Real.exp (-κ * (r - a))))) (Ioi a) :=
      hi.const_mul _
    exact hc.congr_fun hshell measurableSet_Ioi
  · rw [← setIntegral_congr_fun measurableSet_Ioi hshell, integral_const_mul,
      integral_Ioi_of_hasDerivAt_of_nonpos' (fun r _ => hasDerivAt_profile κ a r) hneg hl]
    simp only [sub_self, mul_zero, Real.exp_zero, mul_one, zero_sub, mul_neg]
    rw [div_mul_cancel₀ q h]
  · simp only [potential, sub_self, mul_zero, Real.exp_zero, mul_one]
    field_simp
    ring

end

end DebyeHueckelIon
```

```lean
#print axioms DebyeHueckelIon.screenedIon_unique
#print axioms DebyeHueckelIon.debye_hueckel_ion
```

```
'DebyeHueckelIon.screenedIon_unique' depends on axioms: [propext, Classical.choice, Quot.sound]
'DebyeHueckelIon.debye_hueckel_ion' depends on axioms: [propext, Classical.choice, Quot.sound]
```

## How the statements and proofs correspond to the physics

`IsScreenedIon` collects Gauss's law, charge accumulation, the surface charge and decay. Its derivatives are taken within `Ici a`, the region r ≥ a, so they are one-sided at the surface and assume nothing about the interior. `potential_isScreenedIon` proves existence, and `screenedIon_unique` identifies both φ and Q.

`debye_hueckel_ion` states the three identities and the integrability of the cloud's shell density. Its `deriv` at a is the two-sided derivative of the explicit formula, which is not a model of the potential inside the ion.

`hasDerivAt_potential` and `hasDerivAt_profile` perform the two differentiations, while `shell_charge` matches the shell density to Q'. `conserved` supplies A and B; `tendsto_pow_mul_screening` supplies the limits that make A vanish. The `linear_combination` steps then carry out the eliminations above.

## Integrability from a sign

The cloud-charge proof turns on Mathlib's `integrableOn_Ioi_deriv_of_nonpos'`. If a function has a finite limit at infinity and its derivative is never positive, that derivative is integrable, with no separate bound on the tail. Here the function is (1+κr)E(r), with derivative -κ²rE(r). The factor q/(1+κa) is kept outside, so the argument serves ions of either sign. The companion `integral_Ioi_of_hasDerivAt_of_nonpos'` gives the value -(1+κa), which the prefactor turns into -q.

## Without decay, an uncharged ion can have a potential

Take κ = a = 1 and q = 0. The functions

φ(r) = exp(r-1)/r, Q(r) = (1-r)exp(r-1)

satisfy Gauss's law, charge accumulation and Q(1) = 0, yet φ is not zero. Only `decay` excludes them. A solver on a finite grid needs an outer boundary condition to do the same work.

## Limits of the model

The linear density is assumed, not derived from statistical mechanics, and is doubtful where ion energies in the potential are comparable with the thermal energy. Spherical symmetry is built in through the radial equations and the weight 4πr². Ion correlations, several fixed ions, periodic cells and discretisation error are not treated.
